# Exact PAW splitting of the exchange integral in one dimension, for on-site differences without charge or dipole

In the projector augmented-wave (PAW) method an exchange integral between two pair densities is split into a smooth term, plus an on-site term, minus a smooth on-site term. `paw_exchange` states that this splitting is exact for complex densities on a finite set of points on a line, with the one-dimensional Coulomb kernel `-|s - y|` and a single augmentation interval [-R, R]. The full densities are `S + n1 - T` and `S' + m1 - T'`, where `S` and `S'` are the smooth densities, `n1` and `m1` the on-site densities, and `T` and `T'` the smooth on-site densities. The theorem assumes that `S` and `S'` agree with `T` and `T'` inside the interval, and that `n1 - T` and `m1 - T'` vanish outside it and have zero total charge and zero dipole moment. The proof first shows that two cross terms vanish, because a density confined to the interval without charge or dipole makes no potential outside it, and then expands both sides by linearity.

The failing Lean file:

```lean
import Mathlib

open scoped ComplexConjugate

namespace PAWGridExchange

noncomputable section

variable {ι : Type*} [Fintype ι]

/-- Potential at position `s` of the grid density `n`, for the one-dimensional
Coulomb kernel `-|s - y|`. -/
def potential (x : ι → ℝ) (n : ι → ℂ) (s : ℝ) : ℂ :=
  ∑ j, ((-|s - x j| : ℝ) : ℂ) * n j

/-- Coulomb form `(n, m)` of two complex pair densities on the grid `x`. -/
def coulomb (x : ι → ℝ) (n m : ι → ℂ) : ℂ :=
  ∑ i, conj (n i) * potential x m (x i)

/-- Total charge of a grid density. -/
def charge (n : ι → ℂ) : ℂ := ∑ j, n j

/-- Dipole moment of a grid density about the origin. -/
def dipole (x : ι → ℝ) (n : ι → ℂ) : ℂ := ∑ j, (x j : ℂ) * n j

/-- The density `d` lives in the augmentation interval `[-R, R]` and has neither
charge nor dipole. -/
structure Compensated (x : ι → ℝ) (R : ℝ) (d : ι → ℂ) : Prop where
  inside : ∀ i, R < |x i| → d i = 0
  charge_zero : charge d = 0
  dipole_zero : dipole x d = 0

/-- To the right of the augmentation interval, the potential of an enclosed density
is its dipole minus position times charge. -/
theorem potential_right {x : ι → ℝ} {R s : ℝ} {d : ι → ℂ}
    (hd : ∀ i, R < |x i| → d i = 0) (hs : R ≤ s) :
    potential x d s = dipole x d - s * charge d := by
  unfold potential dipole charge
  rw [Finset.mul_sum, ← Finset.sum_sub_distrib]
  refine Finset.sum_congr rfl fun j _ => ?_
  by_cases h : R < |x j|
  · simp [hd j h]
  · have hj : 0 ≤ s - x j := by linarith [le_abs_self (x j), not_lt.mp h]
    rw [abs_of_nonneg hj]
    push_cast
    ring

/-- To the left of the augmentation interval, the potential of an enclosed density
is position times charge minus its dipole. -/
theorem potential_left {x : ι → ℝ} {R s : ℝ} {d : ι → ℂ}
    (hd : ∀ i, R < |x i| → d i = 0) (hs : s ≤ -R) :
    potential x d s = s * charge d - dipole x d := by
  unfold potential dipole charge
  rw [Finset.mul_sum, ← Finset.sum_sub_distrib]
  refine Finset.sum_congr rfl fun j _ => ?_
  by_cases h : R < |x j|
  · simp [hd j h]
  · have hj : s - x j ≤ 0 := by linarith [neg_abs_le (x j), not_lt.mp h]
    rw [abs_of_nonpos hj]
    push_cast
    ring

/-- The potential of an enclosed density vanishes everywhere outside the augmentation
interval exactly when its charge and dipole are zero. -/
theorem exterior_potential_zero_iff {x : ι → ℝ} {R : ℝ} {d : ι → ℂ}
    (hd : ∀ i, R < |x i| → d i = 0) :
    (∀ s : ℝ, R ≤ |s| → potential x d s = 0) ↔ charge d = 0 ∧ dipole x d = 0 := by
  constructor
  · intro h
    -- compare two neighbouring points on the right
    have h1 := h |R| (by rw [abs_abs]; exact le_abs_self R)
    have h2 := h (|R| + 1) (by linarith [le_abs_self R, le_abs_self (|R| + 1)])
    rw [potential_right hd (le_abs_self R)] at h1
    rw [potential_right hd (by linarith [le_abs_self R])] at h2
    push_cast at h2
    have hq : charge d = 0 := by linear_combination h1 - h2
    refine ⟨hq, ?_⟩
    rw [hq] at h1
    linear_combination h1
  · rintro ⟨hq, hp⟩ s hs
    rcases le_abs.mp hs with h | h
    · rw [potential_right hd h, hq, hp]
      ring
    · rw [potential_left hd (by linarith), hq, hp]
      ring

/-- Exchanging the two densities conjugates the Coulomb form. -/
theorem coulomb_conj (x : ι → ℝ) (n m : ι → ℂ) :
    conj (coulomb x n m) = coulomb x m n := by
  simp only [coulomb, potential, map_sum, map_mul, Complex.conj_conj,
    Complex.conj_ofReal, Finset.mul_sum]
  rw [Finset.sum_comm]
  refine Finset.sum_congr rfl fun i _ => Finset.sum_congr rfl fun j _ => ?_
  rw [abs_sub_comm (x i) (x j)]
  ring

/-- A compensated density does not interact with a density that vanishes in the
augmentation interval. -/
theorem coulomb_exterior_compensated {x : ι → ℝ} {R : ℝ} {e d : ι → ℂ}
    (he : ∀ i, |x i| ≤ R → e i = 0) (hd : Compensated x R d) :
    coulomb x e d = 0 := by
  refine Finset.sum_eq_zero fun i _ => ?_
  by_cases h : |x i| ≤ R
  · simp [he i h]
  · rw [(exterior_potential_zero_iff hd.inside).mpr ⟨hd.charge_zero, hd.dipole_zero⟩
      (x i) (not_le.mp h).le, mul_zero]

/-- PAW splitting of the exchange integral: if `S`, `S'` agree with `T`, `T'` inside the
augmentation interval and `n1 - T`, `m1 - T'` are compensated, the Coulomb form of the full
densities `S + n1 - T` and `S' + m1 - T'` is the smooth term plus the on-site term minus the smooth
on-site term. -/
theorem paw_exchange {x : ι → ℝ} {R : ℝ} {S T n1 S' T' m1 : ι → ℂ}
    (hS : ∀ i, |x i| ≤ R → S i = T i) (hS' : ∀ i, |x i| ≤ R → S' i = T' i)
    (hn : Compensated x R (n1 - T)) (hm : Compensated x R (m1 - T')) :
    coulomb x (S + n1 - T) (S' + m1 - T') =
      coulomb x S S' + coulomb x n1 m1 - coulomb x T T' := by
  -- the two cross terms between exterior and compensated densities vanish
  have h1 : coulomb x (S - T) (m1 - T') = 0 :=
    coulomb_exterior_compensated (fun i hi => sub_eq_zero.mpr (hS i hi)) hm
  have h2 : coulomb x (n1 - T) (S' - T') = 0 := by
    rw [← coulomb_conj, coulomb_exterior_compensated
      (fun i hi => sub_eq_zero.mpr (hS' i hi)) hn, map_zero]
  simp only [coulomb, potential, Pi.add_apply, Pi.sub_apply, map_add, map_sub, mul_add,
    mul_sub, add_mul, sub_mul, Finset.sum_add_distrib, Finset.sum_sub_distrib] at h1 h2 ⊢
  linear_combination h1 + h2

end

end PAWGridExchange
```

The error:

```
Main.lean:121:24: error: Tactic `rewrite` failed: Did not find an occurrence of the pattern
  coulomb x (fun i => S' i - T' i) (n1 - T)
in the target expression
  (starRingEnd ℂ) (coulomb x (S' - T') (n1 - T)) = 0

ι : Type u_1
inst✝ : Fintype ι
x : ι → ℝ
R : ℝ
S T n1 S' T' m1 : ι → ℂ
hS : ∀ (i : ι), |x i| ≤ R → S i = T i
hS' : ∀ (i : ι), |x i| ≤ R → S' i = T' i
hn : Compensated x R (n1 - T)
hm : Compensated x R (m1 - T')
h1 : coulomb x (S - T) (m1 - T') = 0
⊢ (starRingEnd ℂ) (coulomb x (S' - T') (n1 - T)) = 0
```

What went wrong. The error is in the proof of `h2`, the second cross term. Inside `rw`, the lemma `coulomb_exterior_compensated` is elaborated before it is compared with the goal, so Lean has to work out the density `e` from the proof that it vanishes inside the interval. That proof is about `S' i - T' i`, so Lean takes `e` to be `fun i => S' i - T' i`. The goal has `S' - T'` instead. The two are equal by definition, but only after the subtraction of functions is unfolded, which `rw` does not do when it searches for its pattern, so it finds no match.

The repair states the vanishing first, as `h3`, with `S' - T'` written out. The stated type now fixes `e`, and Lean accepts the same proof by unfolding the subtraction when it checks it, as it already did for `h1`. The left side of `h3` then has the same form as the term in the goal, so `rw` can replace it by zero, and `map_zero` finishes the proof.

As a diff, the version that Lean accepts:

```diff
@@ -119,6 +119,7 @@
     coulomb_exterior_compensated (fun i hi => sub_eq_zero.mpr (hS i hi)) hm
   have h2 : coulomb x (n1 - T) (S' - T') = 0 := by
-    rw [← coulomb_conj, coulomb_exterior_compensated
-      (fun i hi => sub_eq_zero.mpr (hS' i hi)) hn, map_zero]
+    have h3 : coulomb x (S' - T') (n1 - T) = 0 :=
+      coulomb_exterior_compensated (fun i hi => sub_eq_zero.mpr (hS' i hi)) hn
+    rw [← coulomb_conj, h3, map_zero]
   simp only [coulomb, potential, Pi.add_apply, Pi.sub_apply, map_add, map_sub, mul_add,
     mul_sub, add_mul, sub_mul, Finset.sum_add_distrib, Finset.sum_sub_distrib] at h1 h2 ⊢
```
